# Closed form of the thermal tunnelling factor for an exponential transmission

Take a barrier of height \(V\ge 0\) that a particle of energy \(E\) crosses with probability
\[
T(E)=\begin{cases}e^{-\alpha(V-E)}, & E\le V,\\ 1, & E>V.\end{cases}
\]
The constant \(\alpha>0\), an inverse energy, sets how fast transmission falls below the top. For a parabolic barrier the WKB exponent gives \(\alpha=2\pi/(\hbar\omega)\), with \(\omega\) the magnitude of the imaginary angular frequency. The exponential is then accurate only well below the top: at \(E=V\) the exact transmission of a parabolic barrier is \(1/2\), not 1. At inverse temperature \(\beta=1/(k_BT_{\rm abs})>0\), where \(T_{\rm abs}\) is the absolute temperature, the tunnelling factor is
\[
\kappa=\beta\int_0^\infty e^{\beta(V-E)}\,T(E)\,dE .
\]

The simplest case is \(\beta=\alpha\). Below the top the Boltzmann weight grows exactly as fast as the transmission decays, so the integrand is 1 on \([0,V]\) and contributes \(\beta V\). Energies above the top contribute 1, and \(\kappa=1+\beta V\).

## From two exponentials to one

For general \(\beta\), split the integral at \(E=V\). The upper part is
\[
\beta\int_V^\infty e^{\beta(V-E)}dE=\Bigl[-e^{\beta(V-E)}\Bigr]_V^\infty=0-(-1)=1 .
\]
This is also the classical result, with no transmission below \(V\), so \(\kappa\) is the ratio of the rate with tunnelling to the classical rate. Below the top the exponents add, and for \(\beta\ne\alpha\)
\[
\int_0^V e^{(\beta-\alpha)(V-E)}dE=\left[-\frac{e^{(\beta-\alpha)(V-E)}}{\beta-\alpha}\right]_0^V=\frac{e^{(\beta-\alpha)V}-1}{\beta-\alpha}.
\]
Hence
\[
\kappa=1+\frac{\beta\,(e^{(\beta-\alpha)V}-1)}{\beta-\alpha}\quad(\beta\neq\alpha).
\]
The fraction without its factor \(\beta\) is the difference quotient of \(\beta\mapsto e^{(\beta-\alpha)V}\) at \(\alpha\). It tends to the derivative \(V\), so \(\kappa\to1+\alpha V\), the value found above.

The integral below the top is positive when \(V>0\), so then \(\kappa>1\). For \(\beta<\alpha\), rearranging gives
\[
\kappa=\frac{\alpha}{\alpha-\beta}-\frac{\beta}{\alpha-\beta}\,e^{-(\alpha-\beta)V}<\frac{\alpha}{\alpha-\beta},
\]
and the bound is approached as \(V\to\infty\). At \(V=0\), \(\kappa=1\).

In a rate calculation with this one-dimensional model, \(\kappa\) multiplies the classical transition-state rate constant. Near \(\beta=\alpha\) the numerator subtracts nearly equal numbers; code should compute \(e^x-1\) with `expm1` and use \(1+\beta V\) at equality.

## The barrier model in Lean

```lean
import Mathlib

open MeasureTheory Filter Topology

namespace TunnellingCorrection

noncomputable section
```

All quantities are real numbers in consistent units. The exponential transmission is assumed, not derived from a Schrödinger equation, and reflection above the barrier is neglected.

```lean
/-- Model transmission at energy `E` for a barrier of height `V`: exponential in the energy deficit
up to the top of the barrier, and one above it. -/
def transmission (α V E : ℝ) : ℝ :=
  if E ≤ V then Real.exp (-α * (V - E)) else 1
```

`transmission α V E` is \(T(E)\). The definition accepts any real `α`, but it is a probability at every energy below the top only for \(\alpha\ge0\).

```lean
/-- The tunnelling factor at inverse temperature `β`: `β` times the integral, over positive
energies, of the transmission times the Boltzmann weight measured from the top of the barrier. -/
def tunnellingFactor (α β V : ℝ) : ℝ :=
  β * ∫ E in Set.Ioi (0 : ℝ), Real.exp (β * (V - E)) * transmission α V E
```

`tunnellingFactor α β V` is \(\kappa\). The domain `Set.Ioi 0` means \(E>0\); omitting the single point \(E=0\) does not change the integral.

## Integrating on each side of the top

```lean
/-- Up to the top of the barrier, the Boltzmann weight and the transmission combine into a
single exponential with rate `β - α`. -/
theorem weight_below (α β V : ℝ) :
    Set.EqOn (fun E => Real.exp ((β - α) * (V - E)))
      (fun E => Real.exp (β * (V - E)) * transmission α V E) (Set.Ioc 0 V) := by
  intro E hE
  simp only [transmission, if_pos hE.2]
  rw [← Real.exp_add]
  congr 1
  ring
```

This merges the exponentials for \(0<E\le V\).

```lean
/-- The derivative in energy of minus the exponential weight with rate `c`. -/
theorem hasDerivAt_weight (c V x : ℝ) :
    HasDerivAt (fun E => -Real.exp (c * (V - E))) (c * Real.exp (c * (V - x))) x := by
  have h : HasDerivAt (fun E => Real.exp (c * (V - E)))
      (Real.exp (c * (V - x)) * (c * (-1))) x :=
    (((hasDerivAt_id x).const_sub V).const_mul c).exp
  exact h.fun_neg.congr_deriv (by ring)
```

The derivative of \(-e^{c(V-E)}\) is \(c\,e^{c(V-E)}\). Keeping the factor \(c\) avoids dividing by it, and the lemma serves the energies below the top as well as those above it.

```lean
/-- The integrand of the tunnelling factor is integrable over positive energies, and the factor is
one, from energies above the barrier, plus `β` times an integral over the energies below it. -/
theorem tunnellingFactor_split (α : ℝ) {β V : ℝ} (hβ : 0 < β) (hV : 0 ≤ V) :
    IntegrableOn (fun E => Real.exp (β * (V - E)) * transmission α V E) (Set.Ioi 0) ∧
    tunnellingFactor α β V = 1 + β * ∫ E in (0 : ℝ)..V, Real.exp ((β - α) * (V - E)) := by
  have above : Set.EqOn (fun E => Real.exp (β * (V - E)))
      (fun E => Real.exp (β * (V - E)) * transmission α V E) (Set.Ioi V) := by
    intro E hE
    simp only [transmission, if_neg (not_le_of_gt (Set.mem_Ioi.mp hE)), mul_one]
  have hint : IntegrableOn (fun E => Real.exp (β * (V - E))) (Set.Ioi V) := by
    have h : (fun E => Real.exp (β * (V - E))) =
        fun E => Real.exp (β * V) * Real.exp (-β * E) := by
      funext E
      rw [← Real.exp_add]
      congr 1
      ring
    rw [h]
    exact (exp_neg_integrableOn_Ioi V hβ).const_mul _
  have hlow : IntegrableOn (fun E => Real.exp ((β - α) * (V - E))) (Set.Ioc 0 V) :=
    Continuous.integrableOn_Ioc (by fun_prop)
  have i1 := hlow.congr_fun (weight_below α β V) measurableSet_Ioc
  have i2 := hint.congr_fun above measurableSet_Ioi
  -- the Boltzmann weight dies out at high energy
  have hlim : Tendsto (fun E => -Real.exp (β * (V - E))) atTop (𝓝 (-0)) := by
    have h1 : Tendsto (fun E : ℝ => β * E) atTop atTop := tendsto_id.const_mul_atTop hβ
    have h2 := tendsto_atBot_add_const_left atTop (β * V) (tendsto_neg_atTop_atBot.comp h1)
    refine ((Real.tendsto_exp_atBot.comp h2).congr fun E => ?_).neg
    show Real.exp (β * V + -(β * E)) = Real.exp (β * (V - E))
    congr 1
    ring
  have htop : β * ∫ E in Set.Ioi V, Real.exp (β * (V - E)) = 1 := by
    rw [← integral_const_mul, integral_Ioi_of_hasDerivAt_of_tendsto'
      (fun x _ => hasDerivAt_weight β V x) (hint.const_mul β) hlim]
    simp
  have hdisj : Disjoint (Set.Ioc 0 V) (Set.Ioi V) :=
    Set.disjoint_left.mpr fun x h1 h2 => not_lt_of_ge h1.2 h2
  -- split the energy axis at the top of the barrier
  refine ⟨by rw [← Set.Ioc_union_Ioi_eq_Ioi hV]; exact i1.union i2, ?_⟩
  rw [tunnellingFactor, ← Set.Ioc_union_Ioi_eq_Ioi hV,
    setIntegral_union hdisj measurableSet_Ioi i1 i2,
    ← setIntegral_congr_fun measurableSet_Ioc (weight_below α β V),
    ← setIntegral_congr_fun measurableSet_Ioi above,
    intervalIntegral.integral_of_le hV, mul_add, htop, add_comm]
```

The first conclusion is integrability, which matters because Lean gives a non-integrable function the integral zero. The second is the split form of \(\kappa\). Here `hlim` is the vanishing boundary term at infinity, `htop` is the upper contribution of 1, and `setIntegral_union` joins the two energy ranges.

## The two cases and their junction

```lean
/-- Closed form of the tunnelling factor, for `β` different from `α` and for `β` equal
to `α`. -/
theorem tunnellingFactor_eq (α : ℝ) {β V : ℝ} (hβ : 0 < β) (hV : 0 ≤ V) :
    (β ≠ α → tunnellingFactor α β V =
      1 + β * (Real.exp ((β - α) * V) - 1) / (β - α)) ∧
    (β = α → tunnellingFactor α β V = 1 + β * V) := by
  rw [(tunnellingFactor_split α hβ hV).2]
  constructor
  · intro h
    have hc : β - α ≠ 0 := sub_ne_zero.mpr h
    have key : (β - α) * ∫ E in (0 : ℝ)..V, Real.exp ((β - α) * (V - E)) =
        Real.exp ((β - α) * V) - 1 := by
      rw [← intervalIntegral.integral_const_mul,
        intervalIntegral.integral_eq_sub_of_hasDerivAt
          (fun x _ => hasDerivAt_weight (β - α) V x)
          (Continuous.intervalIntegrable (by fun_prop) _ _)]
      simp only [sub_self, mul_zero, Real.exp_zero, sub_zero]
      ring
    rw [← key, mul_left_comm, mul_div_cancel_left₀ _ hc]
  · intro h
    simp [h]
```

For \(\beta>0\), \(V\ge0\) and any real \(\alpha\), this gives both formulas. `key` is the lower integral multiplied by \(\beta-\alpha\), which is then cancelled. When \(\beta=\alpha\) the integrand simplifies to 1.

```lean
/-- The tunnelling factor is continuous in the inverse temperature at `β = α`. -/
theorem continuousAt_tunnellingFactor {α V : ℝ} (hα : 0 < α) (hV : 0 ≤ V) :
    ContinuousAt (fun β => tunnellingFactor α β V) α := by
  rw [continuousAt_iff_punctured_nhds, (tunnellingFactor_eq α hα hV).2 rfl]
  -- the closed form contains a difference quotient of the exponential
  have hd : HasDerivAt (fun β => Real.exp ((β - α) * V)) V α := by
    have h := (((hasDerivAt_id α).sub_const α).mul_const V).exp
    exact h.congr_deriv (by simp)
  have hs := hasDerivAt_iff_tendsto_slope.mp hd
  have hid : Tendsto (fun β : ℝ => β) (𝓝[≠] α) (𝓝 α) :=
    tendsto_id.mono_left nhdsWithin_le_nhds
  refine ((hid.mul hs).const_add 1).congr' ?_
  filter_upwards [self_mem_nhdsWithin, mem_nhdsWithin_of_mem_nhds (lt_mem_nhds hα)]
    with β hne hpos
  rw [(tunnellingFactor_eq α hpos hV).1 hne, slope_def_field]
  simp only [sub_self, zero_mul, Real.exp_zero]
  ring
```

The hypothesis \(\alpha>0\) makes all \(\beta\) near \(\alpha\) positive, so the closed form applies to them. `hd` supplies the derivative \(V\), and `hasDerivAt_iff_tendsto_slope` turns it into the limit of the difference quotient.

## Bounds on the enhancement

```lean
/-- For a barrier of positive height the tunnelling factor exceeds one. -/
theorem one_lt_tunnellingFactor (α : ℝ) {β V : ℝ} (hβ : 0 < β) (hV : 0 < V) :
    1 < tunnellingFactor α β V := by
  rw [(tunnellingFactor_split α hβ hV.le).2]
  have h : 0 < ∫ E in (0 : ℝ)..V, Real.exp ((β - α) * (V - E)) :=
    intervalIntegral.intervalIntegral_pos_of_pos
      (Continuous.intervalIntegrable (by fun_prop) _ _) (fun _ => Real.exp_pos _) hV
  linarith [mul_pos hβ h]
```

The strict inequality follows from a positive integrand on an interval of positive length.

```lean
/-- For `β < α` the tunnelling factor lies below `α / (α - β)`, whatever the barrier height. -/
theorem tunnellingFactor_lt {α β V : ℝ} (hβ : 0 < β) (hV : 0 ≤ V) (h : β < α) :
    tunnellingFactor α β V < α / (α - β) := by
  have hd : 0 < α - β := sub_pos.mpr h
  have e : β * (Real.exp ((β - α) * V) - 1) / (β - α) =
      β * (1 - Real.exp ((β - α) * V)) / (α - β) := by
    rw [div_eq_div_iff (sub_ne_zero.mpr h.ne) hd.ne']
    ring
  rw [(tunnellingFactor_eq α hβ hV).1 h.ne, e, lt_div_iff₀ hd, add_mul,
    div_mul_cancel₀ _ hd.ne']
  nlinarith [mul_pos hβ (Real.exp_pos ((β - α) * V))]
```

After multiplication by \(\alpha-\beta>0\), the claim reduces to \(\beta e^{(\beta-\alpha)V}>0\), which is the fact passed to `nlinarith`.

```lean
/-- For `β < α` the tunnelling factor tends to `α / (α - β)` as the barrier height grows
without bound. -/
theorem tendsto_tunnellingFactor {α β : ℝ} (hβ : 0 < β) (h : β < α) :
    Tendsto (fun V => tunnellingFactor α β V) atTop (𝓝 (α / (α - β))) := by
  have hd : 0 < α - β := sub_pos.mpr h
  have hexp : Tendsto (fun V => Real.exp ((β - α) * V)) atTop (𝓝 0) := by
    have h1 : Tendsto (fun V : ℝ => (α - β) * V) atTop atTop :=
      tendsto_id.const_mul_atTop hd
    refine (Real.tendsto_exp_atBot.comp (tendsto_neg_atTop_atBot.comp h1)).congr fun V => ?_
    show Real.exp (-((α - β) * V)) = Real.exp ((β - α) * V)
    congr 1
    ring
  have hval : 1 + β * (0 - 1) / (β - α) = α / (α - β) := by
    have e : β * (0 - 1) / (β - α) = β / (α - β) := by
      rw [div_eq_div_iff (sub_ne_zero.mpr h.ne) hd.ne']
      ring
    rw [e, eq_div_iff hd.ne', add_mul, div_mul_cancel₀ _ hd.ne']
    ring
  rw [← hval]
  refine ((((hexp.sub_const 1).const_mul β).div_const (β - α)).const_add 1).congr' ?_
  filter_upwards [eventually_ge_atTop (0 : ℝ)] with V hV
  exact ((tunnellingFactor_eq α hβ hV).1 h.ne).symm

end

end TunnellingCorrection
```

`hexp` sends the exponential to zero, and `hval` identifies what remains with \(\alpha/(\alpha-\beta)\). No smaller bound can therefore hold for all barrier heights.

```lean
#print axioms TunnellingCorrection.tunnellingFactor_eq
-- 'TunnellingCorrection.tunnellingFactor_eq' depends on axioms: [propext, Classical.choice, Quot.sound]
#print axioms TunnellingCorrection.continuousAt_tunnellingFactor
-- 'TunnellingCorrection.continuousAt_tunnellingFactor' depends on axioms: [propext, Classical.choice, Quot.sound]
#print axioms TunnellingCorrection.tunnellingFactor_lt
-- 'TunnellingCorrection.tunnellingFactor_lt' depends on axioms: [propext, Classical.choice, Quot.sound]
#print axioms TunnellingCorrection.tendsto_tunnellingFactor
-- 'TunnellingCorrection.tendsto_tunnellingFactor' depends on axioms: [propext, Classical.choice, Quot.sound]
```
